# The exponential of a diagonal field matrix exponentiates its diagonal entries

A real field `v` on a finite index set, multiplied by a real number `s`, is written as a complex diagonal matrix with diagonal entries s·vᵢ. The lemma `exp_field` states that the matrix exponential of this matrix is again diagonal, with diagonal entries exp(s·vᵢ). The code calls `s` a spin sign, but the statement holds for every real `s`, not only ±1. The proof uses `Matrix.exp_diagonal` to move the exponential inside the diagonal, then compares the two sides at each index `i`.

In Lean, a first try:

```lean
import Mathlib

open Matrix
open scoped ComplexOrder

namespace ExpField

noncomputable section

variable {n : Type*} [Fintype n] [DecidableEq n]

/-- The diagonal matrix of a real auxiliary field `v`, multiplied by the spin sign `s`. -/
def field (s : ℝ) (v : n → ℝ) : Matrix n n ℂ := diagonal fun i => ((s * v i : ℝ) : ℂ)

private lemma exp_field (s : ℝ) (v : n → ℝ) :
    NormedSpace.exp (field s v) = diagonal fun i => Complex.exp ((s * v i : ℝ) : ℂ) := by
  rw [field, Matrix.exp_diagonal]
  congr 1
  funext i
  rw [Pi.exp_apply, Complex.exp_eq_exp_ℂ]

end

end ExpField
```

The error:

```
Main.lean:20:6: error(lean.unknownIdentifier): Unknown identifier `Pi.exp_apply`
Main.lean:16:87: error: unsolved goals
n : Type u_1
inst✝¹ : Fintype n
inst✝ : DecidableEq n
s : ℝ
v : n → ℝ
i : n
⊢ NormedSpace.exp (fun i => ↑(s * v i)) i = Complex.exp ↑(s * v i)
```

Diagnosis. The first message says that Lean knows no `Pi.exp_apply`, the name the proof relied on to evaluate the exponential of a function at an index. The second shows the goal left open by that failure. On its left is the exponential of the whole function `fun i => ↑(s * v i)`, evaluated at `i`; on its right is the complex exponential of the single value at `i`. `Complex.exp` still stands there, so the second rewrite in the list did not take effect.

The repair drops the unknown name and keeps `Complex.exp_eq_exp_ℂ`, which turns `Complex.exp` into `NormedSpace.exp`, so that both sides use the same exponential. What remains is that evaluation at `i` commutes with it. `NormedSpace.map_exp` gives this for a continuous ring homomorphism: `Pi.evalRingHom` supplies evaluation at `i` as the homomorphism, and `continuous_apply i` its continuity.

This version goes through:

```diff
@@ -18,5 +18,6 @@
   congr 1
   funext i
-  rw [Pi.exp_apply, Complex.exp_eq_exp_ℂ]
+  rw [Complex.exp_eq_exp_ℂ]
+  exact NormedSpace.map_exp (Pi.evalRingHom (fun _ : n => ℂ) i) (continuous_apply i) _
 
 end
```
